# The integral of dt/t² from a positive radius m to infinity is 1/m

For a radius m > 0, the shell kernel is 1/t² at radii t ≥ m and zero at smaller radii. The theorem `shell_integral` states that this kernel is integrable over the positive radii and that its integral is 1/m. The measure is plain dt, without the factor t² of a volume integral in three dimensions. The attempt writes the kernel as an indicator function, which reduces both claims to the half-line t ≥ m, and then passes to t > m, where Mathlib's results on integrals of real powers apply.

The failing Lean file:

```lean
import Mathlib

open MeasureTheory Set

namespace ShellIntegral

noncomputable section

/-- Integration over positive radii. -/
local notation "μ₊" => (volume.restrict (Ioi (0 : ℝ)))

/-- The shell kernel: `1/t²` at radii `t` not smaller than `m`, and zero inside.
It is used for `m > 0`. -/
def shell (m t : ℝ) : ℝ := if m ≤ t then (t ^ 2)⁻¹ else 0

/-- For `m > 0` the shell kernel is integrable over positive radii, with integral `1/m`. -/
theorem shell_integral {m : ℝ} (hm : 0 < m) :
    Integrable (shell m) μ₊ ∧ ∫ t in Ioi 0, shell m t = 1 / m := by
  have h : EqOn (fun t : ℝ => t ^ (-2 : ℝ)) (fun t => (t ^ 2)⁻¹) (Ioi m) := by
    intro t ht
    have ht0 : 0 ≤ t := (hm.trans (mem_Ioi.mp ht)).le
    show t ^ (-2 : ℝ) = (t ^ 2)⁻¹
    rw [Real.rpow_neg ht0, Real.rpow_two]
  have hs : shell m = (Ici m).indicator (fun t => (t ^ 2)⁻¹) := by
    ext t
    simp [shell, indicator]
  have hi : Ici m ∩ Ioi 0 = Ici m :=
    inter_eq_left.mpr fun t ht => lt_of_lt_of_le hm ht
  have e : ∫ t in Ioi m, (t ^ 2)⁻¹ = ∫ t in Ioi m, t ^ (-2 : ℝ) :=
    (setIntegral_congr_fun measurableSet_Ioi h).symm
  rw [hs]
  constructor
  · rw [integrable_indicator_iff measurableSet_Ici, IntegrableOn,
      Measure.restrict_restrict measurableSet_Ici, hi]
    exact integrableOn_Ici_iff_integrableOn_Ioi.mpr
      ((integrableOn_Ioi_rpow_of_lt (by norm_num) hm).congr_fun h measurableSet_Ioi)
  · rw [integral_indicator measurableSet_Ici, Measure.restrict_restrict measurableSet_Ici, hi,
      integral_Ici_eq_integral_Ioi, e, integral_Ioi_rpow_of_lt (by norm_num) hm,
      show (-2 : ℝ) + 1 = -1 by norm_num, Real.rpow_neg_one, neg_div_neg_eq, div_one, one_div]

end

end ShellIntegral
```

Lean reports:

```
Main.lean:35:10: error(lean.unknownIdentifier): Unknown constant `integrableOn_Ici_iff_integrableOn_Ioi.mpr`
```

Diagnosis. The lemma `integrableOn_Ici_iff_integrableOn_Ioi` exists in Mathlib, and it is the right one for carrying integrability from the open half-line `Ioi m` to the closed one, `Ici m`. What fails is the `.mpr` attached to it. Before its equivalence the lemma takes an explicit hypothesis, that the function's norm is finite at the endpoint, which a tactic normally supplies by default. Dot notation doesn't fill in such an argument, so Lean sees a function still waiting for a hypothesis, where `.mpr` needs an `Iff`. It then reports the whole name, with `.mpr` included, as an unknown constant.

The repair does without the equivalence. `Ioi_ae_eq_Ici` says that the two half-lines are equal almost everywhere, since they differ only in the point m, and `congr_set_ae` uses this, reversed by `.symm`, to turn integrability on `Ioi m` into integrability on `Ici m`. This is `hJ`, which closes the goal. The proof of integrability on `Ioi m` is the same term as before, now named `hI` and given a stated type.

After these edits no error is left:

```diff
@@ -33,6 +33,9 @@
   · rw [integrable_indicator_iff measurableSet_Ici, IntegrableOn,
       Measure.restrict_restrict measurableSet_Ici, hi]
-    exact integrableOn_Ici_iff_integrableOn_Ioi.mpr
-      ((integrableOn_Ioi_rpow_of_lt (by norm_num) hm).congr_fun h measurableSet_Ioi)
+    have hI : IntegrableOn (fun t : ℝ => (t ^ 2)⁻¹) (Ioi m) :=
+      (integrableOn_Ioi_rpow_of_lt (by norm_num) hm).congr_fun h measurableSet_Ioi
+    have hJ : IntegrableOn (fun t : ℝ => (t ^ 2)⁻¹) (Ici m) :=
+      hI.congr_set_ae Ioi_ae_eq_Ici.symm
+    exact hJ
   · rw [integral_indicator measurableSet_Ici, Measure.restrict_restrict measurableSet_Ici, hi,
       integral_Ici_eq_integral_Ioi, e, integral_Ioi_rpow_of_lt (by norm_num) hm,
```
